# For an L-Lipschitz polarization, displacements shorter than Q/(2L) fix the branch of the finite-displacement Born charge

Take a polarization \(p(u)=u\) that is known only up to integers. The true Born charge, the slope of \(p\), is 1. Displace by \(h=0.4\): the change could be \(\ldots,-0.6,\,0.4,\,1.4,\ldots\), the member of smallest magnitude is \(0.4\), and \(0.4/0.4=1\) is correct. Displace by \(h=0.6\): the candidates are \(\ldots,-0.4,\,0.6,\,1.6,\ldots\), the smallest is now \(-0.4\), and the charge comes out as \(-2/3\). At \(h=0.5\) the candidates \(0.5\) and \(-0.5\) tie. The rule "take the smallest change" works until the true change reaches half the spacing of the candidates.

## The half-quantum bound

Let \(p(u)\) be one component of the polarization along a displacement coordinate \(u\), scaled so that the Born charge is \(dp/du\). Let \(Q>0\) be the polarization quantum, the smallest positive amount by which \(p\) can shift when one elementary charge is moved by a lattice vector, which leaves the periodic crystal unchanged. A calculation reports \(a\) for \(p(u)\) and \(b\) for \(p(u+h)\), each correct up to an integer multiple of \(Q\). A representative of \(b-a\) is any number that differs from it by such a multiple.

Suppose \(|p(v)-p(w)|\le L|v-w|\) for all \(v,w\). The constant \(L\) stands for a bound on the magnitude of the Born charge along the path.

- **Short displacement.** If \(L|h|<Q/2\), exactly one representative \(d\) of \(b-a\) satisfies \(|d|<Q/2\), and it is \(d=p(u+h)-p(u)\). For \(L>0\) and \(h>0\) the condition reads \(h<Q/(2L)\).
- **Long displacement, linear polarization.** If \(p(u)=Lu\), \(h>0\) and \(Lh>Q/2\), every representative \(d\) of smallest magnitude gives
\[
\frac{d}{h}=L-\frac{nQ}{h},\qquad n\ge 1 \text{ an integer}.
\]

## Where a code folds polarization differences

A finite-displacement workflow computes a Berry-phase polarization at two geometries, subtracts, folds the difference to the nearest branch and divides by \(h\). The bound tells such a script when the fold is safe, for a single polarization component with a single quantum and a known \(L\). With charges in units of the elementary charge and \(p\) defined modulo a lattice length of 4 Å, a bound \(L=5\) allows displacements below 0.4 Å.

The usual fold is the minimal image, \(x-\operatorname{round}(x/Q)\,Q\). Just past the threshold in the linear case it returns a charge close to \(-L\), so a Born charge with a plausible size and the wrong sign is a reason to reduce \(h\).

For a long path at fixed cell, such as one between two structures, the fold can be applied step by step. When several atoms move together, \(L\) must bound the slope of \(p\) along the path, not the Born charge of a single atom. If \(b_k\) is the value reported at \(kh\) and \(L|h|<Q/2\), then
\[
\sum_{k=0}^{N-1}\operatorname{minimalImage}(b_{k+1}-b_k)=p(Nh)-p(0),
\]
even when the total change is many quanta.

## Integers smaller than one in magnitude

**The true change is a representative.** Write \(a=p(u)+mQ\) and \(b=p(u+h)+nQ\). Then
\[
p(u+h)-p(u)=(b-a)+(m-n)Q .
\]

**Small representatives are unique.** If \(d\) and \(e\) both represent \(b-a\), then \(d-e=kQ\) for an integer \(k\). If also \(|d|,|e|<Q/2\), then \(|k|Q<Q\), so \(k=0\) and \(d=e\).

**The true change is small.** The Lipschitz bound gives \(|p(u+h)-p(u)|\le L|h|<Q/2\). With the two previous steps, this proves the short-displacement statement.

**The minimal image finds it.** For every integer \(m\), \(|x-mQ|=|x/Q-m|\,Q\), and rounding \(x/Q\) minimises the right-hand side. The minimal image is therefore a smallest representative. If the true change lies below \(Q/2\) in magnitude, so does the minimal image, and uniqueness makes them equal.

**Long displacements fail.** Let \(p(u)=Lu\) and let \(d=(b-a)+kQ\) be a smallest representative. Since \(d-Q\) is also a representative, \(|d|\le|d-Q|\). Squaring gives \(2dQ\le Q^2\), so \(d\le Q/2<Lh\). On the other hand \(d=Lh-jQ\) with \(j=m-n-k\). Hence \(jQ=Lh-d>0\), so \(j\ge1\), and division by \(h\) gives the stated error, with \(j\) as the integer called \(n\) there.

**The threshold is a tie.** If \(Lh=Q/2\), every representative is \(Q/2+nQ\). One of magnitude below \(Q/2\) would need \(-1<n<0\), which no integer satisfies. So \(Q/2\) and \(-Q/2\) are both smallest.

**Paths and limits.** With short steps each minimal image equals \(p((k+1)h)-p(kh)\), and the sum telescopes. If \(p\) has derivative \(Z\) at \(u\), it is continuous there, so \(|p(u+h)-p(u)|<Q/2\) for all small enough \(h\). The folded quotient then equals the ordinary difference quotient, which tends to \(Z\).

### Central differences

The same argument applies to \(p(u+h)-p(u-h)\): replace \(u\) by \(u-h\) and \(h\) by \(2h\). Folding this difference directly is safe when \(2L|h|<Q/2\), which halves the allowed displacement. If the polarization at \(u\) is also available, the two one-sided changes can be folded separately and added, and \(L|h|<Q/2\) is enough again.

## Lean source for the bound, the failure and the limit

```lean
import Mathlib

open Filter Topology

namespace FiniteDisplacementBornCharge

/-- Two polarization values agree modulo the quantum `Q`: they differ by an integer
multiple of `Q`. -/
def SameModQuantum (Q x y : ℝ) : Prop := ∃ n : ℤ, x = y + n * Q

/-- `d` is a representative of `x` modulo `Q` whose magnitude is the least possible. -/
def IsSmallestRep (Q x d : ℝ) : Prop :=
  SameModQuantum Q d x ∧ ∀ d', SameModQuantum Q d' x → |d| ≤ |d'|

/-- The minimal image of a polarization change `x`, for `Q ≠ 0`: subtract the integer
multiple of the quantum obtained by rounding `x / Q`. -/
noncomputable def minimalImage (Q x : ℝ) : ℝ := x - round (x / Q) * Q

/-- The difference of two branch values represents the true polarization difference
modulo the quantum. -/
theorem sameModQuantum_sub {Q a b x y : ℝ} (ha : SameModQuantum Q a x)
    (hb : SameModQuantum Q b y) : SameModQuantum Q (y - x) (b - a) := by
  obtain ⟨m, hm⟩ := ha
  obtain ⟨n, hn⟩ := hb
  exact ⟨m - n, by push_cast; linear_combination hm - hn⟩

/-- Two representatives of the same polarization change that both lie strictly between
`-Q/2` and `Q/2` are equal. -/
theorem small_rep_unique {Q x d e : ℝ} (hd : SameModQuantum Q d x)
    (he : SameModQuantum Q e x) (hd' : |d| < Q / 2) (he' : |e| < Q / 2) : d = e := by
  obtain ⟨m, hm⟩ := hd
  obtain ⟨n, hn⟩ := he
  obtain ⟨k, hk⟩ : ∃ k : ℤ, d - e = k * Q :=
    ⟨m - n, by push_cast; linear_combination hm - hn⟩
  rw [abs_lt] at hd' he'
  have hQ : 0 < Q := by linarith [hd'.1, hd'.2]
  -- the integer separating the two branches lies strictly between -1 and 1
  have h1 : (k : ℝ) < 1 :=
    lt_of_mul_lt_mul_right (by linarith [hd'.2, he'.1] : (k : ℝ) * Q < 1 * Q) hQ.le
  have h2 : (-1 : ℝ) < k :=
    lt_of_mul_lt_mul_right (by linarith [hd'.1, he'.2] : (-1 : ℝ) * Q < k * Q) hQ.le
  have h3 : k < 1 := by exact_mod_cast h1
  have h4 : -1 < k := by exact_mod_cast h2
  have hk0 : k = 0 := by omega
  rw [hk0, Int.cast_zero, zero_mul] at hk
  linarith

/-- For a positive quantum, the minimal image is a representative of smallest magnitude. -/
theorem minimalImage_isSmallestRep {Q : ℝ} (hQ : 0 < Q) (x : ℝ) :
    IsSmallestRep Q x (minimalImage Q x) := by
  refine ⟨⟨-round (x / Q), by unfold minimalImage; push_cast; ring⟩, ?_⟩
  rintro d' ⟨n, rfl⟩
  -- measure distances in units of the quantum
  have key : ∀ m : ℤ, |x - m * Q| = |x / Q - m| * Q := by
    intro m
    have e : x - m * Q = (x / Q - m) * Q := by
      rw [sub_mul, div_mul_cancel₀ _ hQ.ne']
    rw [e, abs_mul, abs_of_pos hQ]
  have e : x + n * Q = x - ((-n : ℤ) : ℝ) * Q := by push_cast; ring
  unfold minimalImage
  rw [e, key, key]
  exact mul_le_mul_of_nonneg_right (round_le (x / Q) (-n)) hQ.le

/-- If the true change `x` is smaller in magnitude than half a quantum, the minimal image
of any value `y` equal to it modulo `Q` is `x`. -/
theorem minimalImage_eq {Q x y : ℝ} (h : SameModQuantum Q x y) (hx : |x| < Q / 2) :
    minimalImage Q y = x := by
  have hQ : 0 < Q := by linarith [abs_nonneg x]
  have s := minimalImage_isSmallestRep hQ y
  exact small_rep_unique s.1 h (lt_of_le_of_lt (s.2 x h) hx) hx

/-- Let the polarization be Lipschitz with constant `L`, let `L |h| < Q/2`, and let the values
measured at `u` and `u + h` equal the polarization there modulo `Q`. Then a number is a
representative of the measured change lying strictly between `-Q/2` and `Q/2` exactly when it is the
true polarization difference. -/
theorem small_rep_iff_true_difference {p : ℝ → ℝ} {L Q u h a b d : ℝ}
    (hp : ∀ v w, |p v - p w| ≤ L * |v - w|) (hh : L * |h| < Q / 2)
    (ha : SameModQuantum Q a (p u)) (hb : SameModQuantum Q b (p (u + h))) :
    (SameModQuantum Q d (b - a) ∧ |d| < Q / 2) ↔ d = p (u + h) - p u := by
  have hsmall : |p (u + h) - p u| < Q / 2 := by
    have := hp (u + h) u
    rw [add_sub_cancel_left] at this
    linarith
  have hrep := sameModQuantum_sub ha hb
  constructor
  · rintro ⟨h1, h2⟩
    exact small_rep_unique h1 hrep h2 hsmall
  · rintro rfl
    exact ⟨hrep, hsmall⟩

/-- For the linear polarization `p(u) = L u` and a displacement `h > 0` with `L h > Q/2`,
`Q > 0`, every smallest-magnitude representative gives a Born charge below the true value
`L`, and the error is a positive integer multiple of `Q / h`. -/
theorem linear_born_charge_wrong {L Q u h a b d : ℝ} (hQ : 0 < Q) (hh : 0 < h)
    (hbig : Q / 2 < L * h) (ha : SameModQuantum Q a (L * u))
    (hb : SameModQuantum Q b (L * (u + h))) (hd : IsSmallestRep Q (b - a) d) :
    d / h < L ∧ ∃ n : ℤ, 1 ≤ n ∧ d / h = L - n * Q / h := by
  obtain ⟨k, hk⟩ := hd.1
  -- comparison with the neighbouring branch bounds d by half a quantum
  have hhalf : d ≤ Q / 2 := by
    have h1 := hd.2 (d - Q) ⟨k - 1, by push_cast; linear_combination hk⟩
    rcases abs_cases d with ⟨h2, h3⟩ | ⟨h2, h3⟩ <;>
      rcases abs_cases (d - Q) with ⟨h4, h5⟩ | ⟨h4, h5⟩ <;> linarith
  obtain ⟨m, hm⟩ := ha
  obtain ⟨n, hn⟩ := hb
  obtain ⟨j, hj⟩ : ∃ j : ℤ, d = L * h - j * Q :=
    ⟨m - n - k, by push_cast; linear_combination hk + hn - hm⟩
  have hj0 : (0 : ℝ) < j :=
    lt_of_mul_lt_mul_right (by linarith : (0 : ℝ) * Q < j * Q) hQ.le
  have hj1 : 0 < j := by exact_mod_cast hj0
  refine ⟨by rw [div_lt_iff₀ hh]; linarith, j, by omega, ?_⟩
  rw [hj, sub_div, mul_div_cancel_right₀ _ hh.ne']

/-- When the polarization change `L h` is exactly half of a positive quantum, it and its
negative are both representatives of smallest magnitude. -/
theorem tie_at_half_quantum {L Q h : ℝ} (hQ : 0 < Q) (hLh : L * h = Q / 2) :
    IsSmallestRep Q (L * h) (L * h) ∧ IsSmallestRep Q (L * h) (-(L * h)) := by
  rw [hLh]
  have key : ∀ d', SameModQuantum Q d' (Q / 2) → |Q / 2| ≤ |d'| := by
    rintro d' ⟨n, hn⟩
    rw [abs_of_pos (half_pos hQ)]
    by_contra hc
    have hlt := abs_lt.mp (not_le.mp hc)
    -- a smaller representative would need an integer strictly between -1 and 0
    have h1 : (n : ℝ) < 0 :=
      lt_of_mul_lt_mul_right (by linarith [hlt.2] : (n : ℝ) * Q < 0 * Q) hQ.le
    have h2 : (-1 : ℝ) < n :=
      lt_of_mul_lt_mul_right (by linarith [hlt.1] : (-1 : ℝ) * Q < n * Q) hQ.le
    have h3 : n < 0 := by exact_mod_cast h1
    have h4 : -1 < n := by exact_mod_cast h2
    omega
  refine ⟨⟨⟨0, by push_cast; ring⟩, key⟩, ⟨⟨-1, by push_cast; ring⟩, ?_⟩⟩
  intro d' hd'
  rw [abs_neg]
  exact key d' hd'

/-- For a polarization with Lipschitz constant `L` and steps with `L |h| < Q/2`, the minimal images
of the `N` successive changes in the reported values, each of which equals the polarization modulo
`Q`, add up to the true total polarization change. -/
theorem sum_minimalImage {p : ℝ → ℝ} {L Q h : ℝ} {b : ℕ → ℝ}
    (hp : ∀ v w, |p v - p w| ≤ L * |v - w|) (hh : L * |h| < Q / 2)
    (hb : ∀ k : ℕ, SameModQuantum Q (b k) (p (k * h))) (N : ℕ) :
    ∑ k ∈ Finset.range N, minimalImage Q (b (k + 1) - b k) = p (N * h) - p 0 := by
  have step : ∀ k : ℕ, minimalImage Q (b (k + 1) - b k)
      = p (((k + 1 : ℕ) : ℝ) * h) - p (k * h) := by
    intro k
    refine minimalImage_eq (sameModQuantum_sub (hb k) (hb (k + 1))) ?_
    have h1 := hp (((k + 1 : ℕ) : ℝ) * h) (k * h)
    have e : ((k + 1 : ℕ) : ℝ) * h - k * h = h := by push_cast; ring
    rw [e] at h1
    linarith
  -- the true increments telescope
  rw [Finset.sum_congr rfl (fun k _ => step k),
    Finset.sum_range_sub (fun k : ℕ => p (k * h))]
  simp

/-- If the polarization has derivative `Z` at `u` and `Q > 0`, the minimal-image difference
quotient tends to `Z` as the displacement tends to zero, whatever branches are reported. -/
theorem tendsto_born_charge {p a b : ℝ → ℝ} {Q Z u : ℝ} (hQ : 0 < Q)
    (hp : HasDerivAt p Z u) (ha : ∀ h, SameModQuantum Q (a h) (p u))
    (hb : ∀ h, SameModQuantum Q (b h) (p (u + h))) :
    Tendsto (fun h => minimalImage Q (b h - a h) / h) (𝓝[≠] 0) (𝓝 Z) := by
  have hc : ContinuousAt (fun h : ℝ => |p (u + h) - p u|) 0 := by
    have h1 : ContinuousAt p (u + 0) := by simpa using hp.continuousAt
    have h2 : ContinuousAt (fun h : ℝ => p (u + h)) 0 :=
      ContinuousAt.comp (f := fun h : ℝ => u + h) h1 (by fun_prop)
    exact (h2.sub continuousAt_const).abs
  -- close to zero displacement the true change is below half a quantum
  have ev : ∀ᶠ h in 𝓝 (0 : ℝ), |p (u + h) - p u| < Q / 2 :=
    hc.eventually_lt continuousAt_const (by simpa using hQ)
  refine (hasDerivAt_iff_tendsto_slope_zero.mp hp).congr' ?_
  filter_upwards [ev.filter_mono nhdsWithin_le_nhds] with h hh
  rw [minimalImage_eq (sameModQuantum_sub (ha h) (hb h)) hh, smul_eq_mul, div_eq_inv_mul]

end FiniteDisplacementBornCharge
```

```lean
#print axioms FiniteDisplacementBornCharge.linear_born_charge_wrong
#print axioms FiniteDisplacementBornCharge.tie_at_half_quantum
#print axioms FiniteDisplacementBornCharge.sum_minimalImage
#print axioms FiniteDisplacementBornCharge.tendsto_born_charge
```

```
'FiniteDisplacementBornCharge.linear_born_charge_wrong' depends on axioms: [propext, Classical.choice, Quot.sound]
'FiniteDisplacementBornCharge.tie_at_half_quantum' depends on axioms: [propext, Classical.choice, Quot.sound]
'FiniteDisplacementBornCharge.sum_minimalImage' depends on axioms: [propext, Classical.choice, Quot.sound]
'FiniteDisplacementBornCharge.tendsto_born_charge' depends on axioms: [propext, Classical.choice, Quot.sound]
```

## Reading the statements and their proofs

`SameModQuantum Q x y` says that \(x=y+nQ\) for some integer \(n\). `IsSmallestRep Q x d` says that \(d\) represents \(x\) and that no representative has smaller magnitude; it allows ties. The polarization is a function `p : ℝ → ℝ`, and the reported values `a` and `b` are arbitrary real numbers tied to it only through `SameModQuantum`.

`small_rep_iff_true_difference` is the short-displacement statement. Its "exactly when" contains both existence and uniqueness. Writing the condition as `L * |h| < Q / 2` avoids division by \(L\) and admits either sign of \(h\); positivity of \(Q\) follows from the hypotheses. The proof combines `sameModQuantum_sub`, which subtracts the branches, with `small_rep_unique`. In the latter, `linear_combination` produces \(d-e=kQ\), `lt_of_mul_lt_mul_right` cancels \(Q\), and `omega` concludes that \(k=0\).

`minimalImage_isSmallestRep` rests on `round_le`, the nearest-integer property of rounding, and `minimalImage_eq` adds uniqueness.

`linear_born_charge_wrong` is the failure statement. It concludes both `d / h < L` and the exact form of the error, for every smallest representative and so for the minimal image too. Where the derivation squares \(|d|\le|d-Q|\), the proof splits on signs with `abs_cases` and finishes with `linarith`. `tie_at_half_quantum` handles equality, taking the true change \(Lh\) itself as the value to be represented.

In `sum_minimalImage`, `step` identifies each folded increment and `Finset.sum_range_sub` telescopes the sum. In `tendsto_born_charge`, the reported values `a h` and `b h` may change branch with every displacement. The filter `𝓝[≠] 0` means that \(h\) approaches zero without being zero. The proof shows that the folded and ordinary quotients agree near zero and transfers the limit with `congr'`.

## What a correct branch depends on

The guarantee is only as good as \(L\), which is assumed and not computed. A Born charge at one geometry does not bound the charge along the rest of the path. For a single displacement the proof uses the Lipschitz inequality only between \(u\) and \(u+h\), so a bound on that one change is enough.

The failure theorem concerns linear polarization. For a general \(p\), \(L|h|>Q/2\) means only that the guarantee is lost: a constant polarization is folded correctly at any displacement.

A correct branch gives the correct finite difference, which for nonlinear \(p\) need not equal the derivative at \(u\). The limit theorem connects the two as \(h\to0\), but it gives no rate and no recommended step.

The reported values are taken to equal the polarization exactly, modulo \(Q\). Self-consistency error, Brillouin-zone sampling and floating-point rounding do not enter, so a code should keep a margin below the threshold. The model also has one component and a fixed quantum. The quanta of the full polarization are vectors. In a skewed cell a Cartesian component can shift by less than the length of a lattice vector, and if its possible shifts have no smallest positive value, the model does not apply to that component. The existence of a single-valued \(p\) along the path, which physically requires the system to stay insulating, is part of the input.
